# The kinetic weights n²aₙ² of the cusp |x| on the periodic cell [−π, π] sum to 2

The failing declaration, `hasSum_kineticTerm`, says that Σ n²aₙ² = 2 over all n ≥ 0, where aₙ = (1/π)∫|x| cos(nx) dx over [−π, π] is the cosine coefficient of the cusp |x|. Read as physics, |x| is the unnormalised wavefunction of one free particle in a periodic cell, and n²aₙ² is proportional to the kinetic energy carried by mode n. With ħ = m = 1 the sum corresponds to a kinetic energy of π before normalisation, or 3/(2π²) after division by the squared norm 2π³/3. The attempt splits the modes by parity: even ones contribute nothing, odd ones contribute 16/(π²n²), and the odd part of the Basel sum Σ 1/n² = π²/6 gives the total.

This version doesn't compile in Lean 4 with Mathlib:

```lean
import Mathlib

open Real Filter Topology

namespace HasSumKineticTerm

noncomputable section

/-- The cosine coefficient `a_n` of the cusp `|x|` on the cell `[-π, π]`. -/
def cuspCoeff (n : ℕ) : ℝ := (1 / π) * ∫ x in (-π)..π, |x| * cos (n * x)

/-- The kinetic weight `n² a_n²` of mode `n`. -/
def kineticTerm (n : ℕ) : ℝ := (n : ℝ) ^ 2 * cuspCoeff n ^ 2

/-- For `n ≥ 1` the cosine coefficients of the cusp are `2((-1)^n - 1)/(π n²)`. -/
theorem cuspCoeff_eq {n : ℕ} (hn : n ≠ 0) :
    cuspCoeff n = 2 * ((-1) ^ n - 1) / (π * (n : ℝ) ^ 2) := by
  have hc : (n : ℝ) * (n : ℝ)⁻¹ = 1 := mul_inv_cancel₀ (Nat.cast_ne_zero.2 hn)
  have hf : Continuous fun x : ℝ => |x| * cos (n * x) := by fun_prop
  -- both halves of the cell contribute equally
  have h1 : ∫ x in (-π)..0, |x| * cos (n * x) = ∫ x in (0 : ℝ)..π, |x| * cos (n * x) := by
    have h := intervalIntegral.integral_comp_neg (a := 0) (b := π)
      (fun x : ℝ => |x| * cos (n * x))
    simp only [abs_neg, mul_neg, cos_neg, neg_zero] at h
    exact h.symm
  have h2 := intervalIntegral.integral_add_adjacent_intervals
    (hf.intervalIntegrable (μ := MeasureTheory.volume) (-π) 0) (hf.intervalIntegrable 0 π)
  have h3 : ∫ x in (0 : ℝ)..π, |x| * cos (n * x) = ∫ x in (0 : ℝ)..π, x * cos (n * x) := by
    refine intervalIntegral.integral_congr fun x hx => ?_
    rw [Set.uIcc_of_le pi_pos.le] at hx
    simp only [abs_of_nonneg hx.1]
  -- integration by parts, written as an explicit antiderivative
  have hl : ∀ x : ℝ, HasDerivAt (fun y : ℝ => (n : ℝ) * y) n x := fun x => by
    simpa using (hasDerivAt_id' x).const_mul (n : ℝ)
  have hd : ∀ x : ℝ, HasDerivAt (fun y : ℝ => y * sin (n * y) / n + cos (n * y) / (n : ℝ) ^ 2)
      (x * cos (n * x)) x := fun x =>
    ((((hasDerivAt_id' x).fun_mul (hl x).sin).div_const (n : ℝ)).fun_add
      ((hl x).cos.div_const ((n : ℝ) ^ 2))).congr_deriv (by
        linear_combination (x * cos (n * x) - sin (n * x) * (n : ℝ)⁻¹) * hc)
  have h4 := intervalIntegral.integral_eq_sub_of_hasDerivAt (a := 0) (b := π)
    (fun x _ => hd x) (Continuous.intervalIntegrable (by fun_prop) _ _)
  simp only [sin_nat_mul_pi, cos_nat_mul_pi, mul_zero, zero_div, cos_zero, sin_zero,
    zero_add] at h4
  rw [cuspCoeff, ← h2, h1, h3, h4]
  ring

/-- Even modes carry no kinetic weight; an odd mode `n` carries `16/(π² n²)`. -/
theorem kineticTerm_parity (k : ℕ) : kineticTerm (2 * k) = 0 ∧
    kineticTerm (2 * k + 1) = 16 / (π ^ 2 * ((2 * k + 1 : ℕ) : ℝ) ^ 2) := by
  constructor
  · rcases Nat.eq_zero_or_pos k with rfl | hk
    · simp [kineticTerm]
    · rw [kineticTerm, cuspCoeff_eq (by omega), pow_mul]
      norm_num
  · have h : (-1 : ℝ) ^ (2 * k + 1) = -1 := by rw [pow_succ, pow_mul]; norm_num
    have hk : ((2 * k + 1 : ℕ) : ℝ) ≠ 0 := Nat.cast_ne_zero.2 (by omega)
    rw [kineticTerm, cuspCoeff_eq (by omega), h]
    field_simp
    norm_num

/-- The kinetic weights of all modes add up to `2`. -/
theorem hasSum_kineticTerm : HasSum kineticTerm 2 := by
  have hz := hasSum_zeta_two
  have he : HasSum (fun k : ℕ => 1 / ((2 * k : ℕ) : ℝ) ^ 2) (π ^ 2 / 24) := by
    convert hz.mul_left (1 / 4) using 1
    · ext k; push_cast; ring
    · ring
  have ho : Summable (fun k : ℕ => 1 / ((2 * k + 1 : ℕ) : ℝ) ^ 2) :=
    hz.summable.comp_injective (i := fun k : ℕ => 2 * k + 1)
      (fun a b h => by dsimp only at h; omega)
  -- the odd part of the Basel sum is π²/8
  have hs := (HasSum.even_add_odd (f := fun n : ℕ => 1 / (n : ℝ) ^ 2) he ho.hasSum).unique hz
  have h1 : HasSum (fun k => kineticTerm (2 * k + 1)) 2 := by
    convert ho.hasSum.mul_left (16 / π ^ 2) using 1
    · ext k
      rw [(kineticTerm_parity k).2, div_mul_div_comm, mul_one]
    · rw [eq_sub_of_add_eq' hs]
      field_simp <;> norm_num
  have h0 : HasSum (fun k => kineticTerm (2 * k)) 0 := by
    simp only [fun k => (kineticTerm_parity k).1]
    exact hasSum_zero
  simpa using HasSum.even_add_odd h0 h1

end

end HasSumKineticTerm
```

Messages:

```
Try this:
  [apply] ring_nf
  
  The `ring` tactic failed to close the goal. Use `ring_nf` to obtain a normal form.
    
  Note that `ring` works primarily in *commutative* rings. If you have a noncommutative ring, abelian group or module, consider using `noncomm_ring`, `abel` or `module` instead.
Main.lean:67:4: error: unsolved goals
case e'_5
hz : HasSum (fun n => 1 / ↑n ^ 2) (π ^ 2 / 6)
⊢ (fun k => (↑(k * 2))⁻¹ ^ 2) = fun i => (↑i)⁻¹ ^ 2 * (1 / 4)
Main.lean:64:76: error: unsolved goals
case e'_6
hz : HasSum (fun n => 1 / ↑n ^ 2) (π ^ 2 / 6)
⊢ π ^ 2 / 24 = 1 / 4 * (π ^ 2 / 6)
Main.lean:76:30: error: Application type mismatch: The argument
  k
has type
  ℝ
but is expected to have type
  ℕ
in the application
  kineticTerm_parity k
Main.lean:77:10: error: Tactic `rewrite` failed: Did not find an occurrence of the pattern
  ∑' (b : ℕ), 1 / ↑(2 * b + 1) ^ 2
in the target expression
  (fun k => kineticTerm (2 * k + 1)) = fun i => 16 / π ^ 2 * (1 / ↑(2 * i + 1) ^ 2)

case e'_5
hz : HasSum (fun n => 1 / ↑n ^ 2) (π ^ 2 / 6)
he : HasSum (fun k => 1 / ↑(2 * k) ^ 2) (π ^ 2 / 24)
ho : Summable fun k => 1 / ↑(2 * k + 1) ^ 2
hs : π ^ 2 / 24 + ∑' (b : ℕ), 1 / ↑(2 * b + 1) ^ 2 = π ^ 2 / 6
⊢ (fun k => kineticTerm (2 * k + 1)) = fun i => 16 / π ^ 2 * (1 / ↑(2 * i + 1) ^ 2)
Main.lean:73:59: error: unsolved goals
case e'_6
hz : HasSum (fun n => 1 / ↑n ^ 2) (π ^ 2 / 6)
he : HasSum (fun k => 1 / ↑(2 * k) ^ 2) (π ^ 2 / 24)
ho : Summable fun k => 1 / ↑(2 * k + 1) ^ 2
hs : π ^ 2 / 24 + ∑' (b : ℕ), 1 / ↑(2 * b + 1) ^ 2 = π ^ 2 / 6
⊢ 2 = 16 / π ^ 2 * ∑' (b : ℕ), 1 / ↑(2 * b + 1) ^ 2
```

Diagnosis. Each `convert … using 1` leaves three goals, but the proof has only two bullets. The extra goal comes first and isn't printed. Since `ext k` there gives a real `k`, it is evidently an equality between two forms of the additive structure on ℝ, the one in the goal and the one `mul_left` gets from multiplication.

So every bullet is one goal early. In `he`, the first bullet closes the extra goal, `ring` then meets an equality of functions and fails, and the equality of values has no bullet. In `h1`, `kineticTerm_parity` is handed the real `k` where it needs a natural number, `rw` looks for the infinite sum in the equality of functions, where it doesn't occur, and the values are again left over.

The repair drops `convert`. It proves the equality of functions as `e`, rewrites with it, and closes with `exact`, which accepts the two structures as equal by definition. For that, the value must have the form `mul_left` produces, so `he` rewrites π²/24 as 1/4 · (π²/6), and `h1` is stated with the infinite sum, which `hv` then turns into 2.

After these edits no error is left:

```diff
@@ -63,7 +63,9 @@
   have hz := hasSum_zeta_two
   have he : HasSum (fun k : ℕ => 1 / ((2 * k : ℕ) : ℝ) ^ 2) (π ^ 2 / 24) := by
-    convert hz.mul_left (1 / 4) using 1
-    · ext k; push_cast; ring
-    · ring
+    have e : (fun k : ℕ => 1 / ((2 * k : ℕ) : ℝ) ^ 2) =
+        fun k : ℕ => 1 / 4 * (1 / (k : ℝ) ^ 2) := by
+      funext k; push_cast; ring
+    rw [e, show π ^ 2 / 24 = 1 / 4 * (π ^ 2 / 6) by ring]
+    exact hz.mul_left _
   have ho : Summable (fun k : ℕ => 1 / ((2 * k + 1 : ℕ) : ℝ) ^ 2) :=
     hz.summable.comp_injective (i := fun k : ℕ => 2 * k + 1)
@@ -71,10 +73,17 @@
   -- the odd part of the Basel sum is π²/8
   have hs := (HasSum.even_add_odd (f := fun n : ℕ => 1 / (n : ℝ) ^ 2) he ho.hasSum).unique hz
-  have h1 : HasSum (fun k => kineticTerm (2 * k + 1)) 2 := by
-    convert ho.hasSum.mul_left (16 / π ^ 2) using 1
-    · ext k
+  have hv : 16 / π ^ 2 * ∑' k : ℕ, 1 / ((2 * k + 1 : ℕ) : ℝ) ^ 2 = 2 := by
+    rw [eq_sub_of_add_eq' hs, show π ^ 2 / 6 - π ^ 2 / 24 = π ^ 2 / 8 by ring]
+    field_simp
+    norm_num
+  have h1 : HasSum (fun k => kineticTerm (2 * k + 1))
+      (16 / π ^ 2 * ∑' k : ℕ, 1 / ((2 * k + 1 : ℕ) : ℝ) ^ 2) := by
+    have e : (fun k => kineticTerm (2 * k + 1)) =
+        fun k : ℕ => 16 / π ^ 2 * (1 / ((2 * k + 1 : ℕ) : ℝ) ^ 2) := by
+      funext k
       rw [(kineticTerm_parity k).2, div_mul_div_comm, mul_one]
-    · rw [eq_sub_of_add_eq' hs]
-      field_simp <;> norm_num
+    rw [e]
+    exact ho.hasSum.mul_left _
+  rw [hv] at h1
   have h0 : HasSum (fun k => kineticTerm (2 * k)) 0 := by
     simp only [fun k => (kineticTerm_parity k).1]
```
